# Three twofold rotations, two of which compose to the third up to a body-centred lattice translation

The declaration `op_products` concerns three twofold rotations of space, about axes parallel to x, y and z, each written in fractional coordinates as a diagonal matrix followed by a fixed translation. It states that each operation applied twice returns every point to its place, and that the x operation followed by the z operation equals the y operation followed by a shift of (-1/2, 1/2, 1/2), which is a vector of the body-centred lattice. For the first claim the attempt checks every operation and coordinate separately, unfolding the definitions and leaving the rest to `simp`. For the second it uses the coordinate formulas already proved in `op_apply`, and for the third it gives the integers that place the shift in the lattice.

As first written in Lean, the proof fails:

```lean
import Mathlib

open Matrix

namespace OpProducts

noncomputable section

/-- The body-centred lattice `ℤ³ + ℤ(1/2,1/2,1/2)` in fractional coordinates. -/
def lattice : Set (Fin 3 → ℝ) :=
  {v | ∃ (n : Fin 3 → ℤ) (m : ℤ), ∀ i, v i = n i + m / 2}

/-- The twofold rotations about the x, y and z directions, numbered 0, 1, 2. -/
def rot : Fin 3 → Matrix (Fin 3) (Fin 3) ℝ :=
  ![diagonal ![1, -1, -1], diagonal ![-1, 1, -1], diagonal ![-1, -1, 1]]

/-- The translation parts that accompany the three rotations. -/
def transl : Fin 3 → Fin 3 → ℝ :=
  ![![0, 0, 1 / 2], ![1 / 2, 0, 0], ![0, 1 / 2, 0]]

/-- The symmetry operation `x ↦ R x + t` with rotation part number `k`. -/
def op (k : Fin 3) (x : Fin 3 → ℝ) : Fin 3 → ℝ := rot k *ᵥ x + transl k

/-- The operations as coordinate triplets:
`(x,-y,-z+1/2)`, `(-x+1/2,y,-z)` and `(-x,-y+1/2,z)`. -/
theorem op_apply (x : Fin 3 → ℝ) :
    op 0 x = ![x 0, -x 1, -x 2 + 1 / 2] ∧
    op 1 x = ![-x 0 + 1 / 2, x 1, -x 2] ∧
    op 2 x = ![-x 0, -x 1 + 1 / 2, x 2] := by
  refine ⟨?_, ?_, ?_⟩ <;> ext i <;> fin_cases i <;>
    simp [op, rot, transl, Matrix.mulVec_diagonal]

/-- Each operation is its own inverse, and the product of the rotations about z and x is
the rotation about y followed by a translation of the body-centred lattice. -/
theorem op_products :
    (∀ k x, op k (op k x) = x) ∧
    (∀ x, op 2 (op 0 x) = op 1 x + ![-1 / 2, 1 / 2, 1 / 2]) ∧
    ![-1 / 2, 1 / 2, 1 / 2] ∈ lattice := by
  refine ⟨?_, ?_, ?_⟩
  · intro k x
    fin_cases k <;> ext i <;> fin_cases i <;>
      simp [op, rot, transl, Matrix.mulVec_diagonal]
  · intro x
    rw [(op_apply (op 0 x)).2.2, (op_apply x).1, (op_apply x).2.1]
    ext i
    fin_cases i <;> simp <;> ring
  · refine ⟨![-1, 0, 0], 1, ?_⟩
    intro i
    fin_cases i <;> simp <;> norm_num

end

end OpProducts
```

Lean reports:

```
Main.lean:40:2: error: unsolved goals
case refine_1.«0».«0»
x : Fin 3 → ℝ
⊢ vecHead (diagonal ![1, -1, -1] *ᵥ x) = x 0

case refine_1.«0».«1»
x : Fin 3 → ℝ
⊢ -vecHead (vecTail (diagonal ![1, -1, -1] *ᵥ x)) = x 1

case refine_1.«0».«2»
x : Fin 3 → ℝ
⊢ -vecHead (vecTail (vecTail (diagonal ![1, -1, -1] *ᵥ x))) = x 2

case refine_1.«1».«0»
x : Fin 3 → ℝ
⊢ -vecHead (diagonal ![-1, 1, -1] *ᵥ x) = x 0

case refine_1.«1».«1»
x : Fin 3 → ℝ
⊢ vecHead (vecTail (diagonal ![-1, 1, -1] *ᵥ x)) = x 1

case refine_1.«1».«2»
x : Fin 3 → ℝ
⊢ -vecHead (vecTail (vecTail (diagonal ![-1, 1, -1] *ᵥ x))) = x 2

case refine_1.«2».«0»
x : Fin 3 → ℝ
⊢ -vecHead (diagonal ![-1, -1, 1] *ᵥ x) = x 0

case refine_1.«2».«1»
x : Fin 3 → ℝ
⊢ -vecHead (vecTail (diagonal ![-1, -1, 1] *ᵥ x)) = x 1

case refine_1.«2».«2»
x : Fin 3 → ℝ
⊢ vecHead (vecTail (vecTail (diagonal ![-1, -1, 1] *ᵥ x))) = x 2
```

This version goes through:

```diff
@@ -39,13 +39,26 @@
   refine ⟨?_, ?_, ?_⟩
   · intro k x
-    fin_cases k <;> ext i <;> fin_cases i <;>
-      simp [op, rot, transl, Matrix.mulVec_diagonal]
+    fin_cases k
+    · change op 0 (op 0 x) = x
+      rw [(op_apply (op 0 x)).1, (op_apply x).1]
+      ext i
+      fin_cases i <;> simp
+    · change op 1 (op 1 x) = x
+      rw [(op_apply (op 1 x)).2.1, (op_apply x).2.1]
+      ext i
+      fin_cases i <;> simp
+    · change op 2 (op 2 x) = x
+      rw [(op_apply (op 2 x)).2.2, (op_apply x).2.2]
+      ext i
+      fin_cases i <;> simp
   · intro x
     rw [(op_apply (op 0 x)).2.2, (op_apply x).1, (op_apply x).2.1]
     ext i
-    fin_cases i <;> simp <;> ring
+    fin_cases i <;> simp
+    ring
   · refine ⟨![-1, 0, 0], 1, ?_⟩
     intro i
-    fin_cases i <;> simp <;> norm_num
+    fin_cases i <;> simp
+    norm_num
 
 end
```

The one error lists nine unsolved goals, one for each operation and coordinate, all from the claim that each operation is its own inverse. In each of them the translations have already cancelled, and what is left is an entry of the inner product `diagonal ... *ᵥ x`, expressed through `vecHead` and `vecTail`. The lemma `Matrix.mulVec_diagonal` rewrites such a product only where it is applied to an index. Here `simp` had split the inner sum into head and tail first, so the lemma found nothing to match.

The repair avoids matrix products at this point. After the split on `k`, `change` restates each goal with the numeral 0, 1 or 2, so that the formulas of `op_apply` can be used. Two rewrites then replace the outer and the inner operation by explicit coordinate triplets, and `simp` has only simple arithmetic on the entries left to do.

The changes to `ring` and `norm_num` in the other two parts are tidying. Each is now run once, on the single goal that `simp` leaves, and Lean had reported no error there.
